# A reversible finite master equation with gap constant g relaxes in χ² at least as fast as exp(−2gt)

When a finite system relaxes to equilibrium under constant transition rates, the speed of relaxation can enter the theory as an eigenvalue of the rate matrix or as an inequality between two sums. This note takes the inequality as a hypothesis, so no spectral theory is needed, and the constant $g$ has to be supplied from elsewhere.

## The bound and its ingredients

Let $W_{ij}$ be the rate from state $j$ to state $i$, with the diagonal chosen so that every column sums to zero. Let $\pi$ be a positive probability distribution in detailed balance with the rates, $W_{ij}\pi_j=W_{ji}\pi_i$. For an observable $f$ define

$$\mathrm{Var}_\pi(f)=\sum_i\pi_i\Big(f_i-\sum_j\pi_jf_j\Big)^2,\qquad \mathcal E(f)=\tfrac12\sum_{i,j}W_{ij}\pi_j(f_i-f_j)^2 .$$

The hypothesis on $g$ is $\mathcal E(f)\ge g\,\mathrm{Var}_\pi(f)$ for every $f$. Physically, the equilibrium jumps must level out every contrast between states at a rate of at least $g$; a barrier that is slow to cross from both sides forces $g$ to be small. Then every normalised solution of $\dot p=Wp$ satisfies, for $t\ge0$,

$$\chi^2(t)=\sum_i\frac{(p_i(t)-\pi_i)^2}{\pi_i}\le e^{-2gt}\chi^2(0),\qquad \Big(\sum_i|p_i(t)-\pi_i|\Big)^2\le e^{-2gt}\chi^2(0).$$

Here $\chi^2$ is a distance between distributions, not a goodness-of-fit statistic. The sum in the second bound is twice the total variation distance.

## Equilibration times and a monitor for integrators

A code that discards an initial stretch of a finite, reversible, continuous-time Markov simulation needs an equilibration time. If $g>0$ and the run starts in state $k$, then $\chi^2(0)=1/\pi_k-1$. The summed deviation is at most $\varepsilon$ once $e^{-2gt}(1/\pi_k-1)\le\varepsilon^2$. An improbable starting state therefore costs only a logarithm in time.

The value of $g$ must not exceed the true gap, the largest constant that satisfies the gap inequality. A trial observable with nonzero variance gives the ratio $\mathcal E(f)/\mathrm{Var}_\pi(f)$, which bounds the admissible $g$ from above. Using that ratio as $g$ can make the equilibration time too short.

In a deterministic integration of $\dot p=Wp$, the quantity $e^{2gt}\chi^2(t)$ should never increase. While $\chi^2(t)$ is still well above the numerical error, a clear rise can come from a transposed rate matrix, a wrong $\pi$ or an overestimated $g$, among other causes. Later, for $g>0$, the factor $e^{2gt}$ amplifies whatever error remains, and a rise need not signal any of these.

The same bound applies to the level populations of a finite open quantum system when they obey a closed master equation $\dot p=Wp$ with constant rates and detailed balance; it says nothing about coherences.

## From detailed balance to exponential decay

**Conservation.** Summing the master equation over $i$ gives

$$\frac{d}{dt}\sum_ip_i=\sum_j\Big(\sum_iW_{ij}\Big)p_j=0,$$

so $p$ stays normalised.

**The distance is a variance.** Put $u_i=p_i/\pi_i$. Its mean is $\sum_i\pi_iu_i=\sum_ip_i=1$, hence

$$\mathrm{Var}_\pi(u)=\sum_i\pi_i(u_i-1)^2=\sum_i\frac{(p_i-\pi_i)^2}{\pi_i}=\chi^2 .$$

**The rate of change.** Differentiating and writing $p_j=\pi_ju_j$,

$$\frac{d\chi^2}{dt}=2\sum_{i,j}(u_i-1)W_{ij}\pi_ju_j=2\sum_{i,j}W_{ij}\pi_ju_iu_j,$$

because the term with $-1$ contains the column sums of $W$. Now expand the square in $\mathcal E(u)$:

$$\mathcal E(u)=\tfrac12\sum_{i,j}W_{ij}\pi_j\,(u_i^2+u_j^2-2u_iu_j).$$

The $u_j^2$ term vanishes by the column sums. In the $u_i^2$ term, detailed balance replaces $W_{ij}\pi_j$ by $W_{ji}\pi_i$, and the sum over $j$ is again a column sum. What remains is $\mathcal E(u)=-\sum_{i,j}W_{ij}\pi_ju_iu_j$, so

$$\frac{d\chi^2}{dt}=-2\,\mathcal E(u).$$

**Integration.** With the gap inequality applied to $f=u$,

$$\frac{d}{dt}\big(e^{2gt}\chi^2\big)=2e^{2gt}\big(g\chi^2-\mathcal E(u)\big)\le0 .$$

Comparing times $0$ and $t$ gives the first bound.

**Summed deviations.** By Cauchy–Schwarz,

$$\Big(\sum_i\sqrt{\pi_i}\,\frac{|p_i-\pi_i|}{\sqrt{\pi_i}}\Big)^2\le\sum_i\pi_i\;\sum_i\frac{(p_i-\pi_i)^2}{\pi_i}=\chi^2 .$$

**A mode with exactly this decay.** Suppose $\sum_jW_{ij}\pi_jf_j=-g\,\pi_if_i$ with $g\ne0$, and set $p_i(t)=\pi_i(1+e^{-gt}f_i)$. Detailed balance gives $W\pi=0$, so $p$ solves the master equation. Summing the eigenvalue equation over $i$ gives $0=-g\sum_i\pi_if_i$, so $p$ is normalised. Finally $\chi^2(t)=e^{-2gt}\sum_i\pi_if_i^2$.

**Two states.** Let $a$ be the rate from state 0 to state 1 and $b$ the reverse rate, both positive. Then $\pi=(b,a)/(a+b)$, and

$$\mathrm{Var}_\pi(f)=\frac{ab}{(a+b)^2}(f_0-f_1)^2,\qquad \mathcal E(f)=\frac{ab}{a+b}(f_0-f_1)^2,$$

so the gap inequality holds with $g=a+b$, as an equality.

## The Lean definitions and proofs

The states form a finite type `n`, and `W i j` is $W_{ij}$ in the column convention above; a code that stores rates from row to column must transpose. `IsReversible` contains the zero column sums and detailed balance. `Solves` says that each component of `p` has the derivative given by the master equation at every real time. `variance`, `dirichlet` and `chiSq` are the sums $\mathrm{Var}_\pi$, $\mathcal E$ and $\chi^2$, and `HasGap` is the gap inequality.

`total_conserved` exchanges the two sums and uses that a function with zero derivative is constant. `chiSq_eq_variance` first computes the mean of $u$ (`hmean`), then compares the sums term by term.

In `hasDerivAt_chiSq`, `hterm` differentiates one summand. `hcol` and `hrow` are the two vanishing sums, the second by detailed balance. `e1` and `e2` are the expansions of the derivative and of the squared jumps, and `linarith` combines them.

`chiSq_decay` is the main theorem: `hd` differentiates $e^{2gt}\chi^2$, `hanti` shows that it never increases, and the last lines multiply by $e^{-2gt}$. `l1_decay` adds Mathlib's weighted Cauchy–Schwarz inequality.

`fadingMode_sharp` proves the three properties of the mode in the order given above. `twoState_witness` checks positivity, normalisation, reversibility and the gap for two states; `field_simp` and `ring` establish the equality.

```lean
import Mathlib

open Finset

namespace DetailedBalanceRelaxation

noncomputable section

variable {n : Type*} [Fintype n]

/-- The matrix `W` (with `W i j` the rate from `j` to `i`) conserves total probability and
is in detailed balance with the weights `π`. -/
structure IsReversible (W : Matrix n n ℝ) (π : n → ℝ) : Prop where
  conserve : ∀ j, ∑ i, W i j = 0
  balance : ∀ i j, W i j * π j = W j i * π i

/-- The curve `p` solves the master equation `dp/dt = W p`. -/
def Solves (W : Matrix n n ℝ) (p : ℝ → n → ℝ) : Prop :=
  ∀ t i, HasDerivAt (fun s => p s i) (∑ j, W i j * p t j) t

/-- The variance of the observable `f` under the probability `π`. -/
def variance (π f : n → ℝ) : ℝ := ∑ i, π i * (f i - ∑ j, π j * f j) ^ 2

/-- The Dirichlet form: half the sum of the squared jumps of `f`, weighted by the
stationary fluxes. -/
def dirichlet (W : Matrix n n ℝ) (π f : n → ℝ) : ℝ :=
  (1 / 2) * ∑ i, ∑ j, W i j * π j * (f i - f j) ^ 2

/-- The gap (Poincaré) inequality with constant `g`: the Dirichlet form of every observable
is at least `g` times its variance. -/
def HasGap (W : Matrix n n ℝ) (π : n → ℝ) (g : ℝ) : Prop :=
  ∀ f : n → ℝ, g * variance π f ≤ dirichlet W π f

/-- The chi-square distance of `p` from `π`, for weights `π` without zeros. -/
def chiSq (p π : n → ℝ) : ℝ := ∑ i, (p i - π i) ^ 2 / π i

/-- If the columns of `W` sum to zero, the master equation conserves total probability. -/
theorem total_conserved {W : Matrix n n ℝ} {p : ℝ → n → ℝ}
    (hW : ∀ j, ∑ i, W i j = 0) (hp : Solves W p) (t : ℝ) :
    ∑ i, p t i = ∑ i, p 0 i := by
  have hd : ∀ s, HasDerivAt (fun u => ∑ i, p u i) 0 s := by
    intro s
    refine (HasDerivAt.fun_sum (fun i _ => hp s i)).congr_deriv ?_
    rw [Finset.sum_comm]
    refine Finset.sum_eq_zero (fun j _ => ?_)
    rw [← Finset.sum_mul, hW j, zero_mul]
  exact is_const_of_deriv_eq_zero (fun s => (hd s).differentiableAt)
    (fun s => (hd s).deriv) t 0

/-- For positive `π` and normalised `p`, the chi-square distance is the variance of the
relative density `p / π`. -/
theorem chiSq_eq_variance {p π : n → ℝ} (hπ : ∀ i, 0 < π i) (hp : ∑ i, p i = 1) :
    chiSq p π = variance π (fun i => p i / π i) := by
  have hmean : ∑ j, π j * (p j / π j) = 1 := by
    rw [← hp]
    refine Finset.sum_congr rfl (fun j _ => ?_)
    have hj := (hπ j).ne'
    field_simp
  unfold chiSq variance
  rw [hmean]
  refine Finset.sum_congr rfl (fun i _ => ?_)
  have hi := (hπ i).ne'
  rw [show p i / π i - 1 = (p i - π i) / π i by rw [sub_div, div_self hi]]
  field_simp

/-- If the columns of `W` sum to zero and `W` is in detailed balance with positive `π`, the
chi-square distance from `π` of a solution of the master equation changes at the rate minus twice
the Dirichlet form of the relative density `p / π`. -/
theorem hasDerivAt_chiSq {W : Matrix n n ℝ} {π : n → ℝ} {p : ℝ → n → ℝ}
    (hW : IsReversible W π) (hπ : ∀ i, 0 < π i) (hp : Solves W p) (t : ℝ) :
    HasDerivAt (fun s => chiSq (p s) π)
      (-2 * dirichlet W π (fun i => p t i / π i)) t := by
  -- differentiate term by term
  have hterm : ∀ i, HasDerivAt (fun s => (p s i - π i) ^ 2 / π i)
      (2 * (p t i / π i - 1) * ∑ j, W i j * p t j) t := by
    intro i
    have hq : (p t i - π i) / π i = p t i / π i - 1 := by
      rw [sub_div, div_self (hπ i).ne']
    have h1 := (hp t i).sub_const (π i)
    have h2 := (h1.fun_mul h1).div_const (π i)
    simp only [sq]
    exact h2.congr_deriv (by rw [← hq]; ring)
  refine (HasDerivAt.fun_sum (fun i _ => hterm i)).congr_deriv ?_
  -- conservation and detailed balance remove the diagonal sums
  have hcol : ∀ u : n → ℝ, ∑ i, ∑ j, W i j * π j * u j = 0 := by
    intro u
    rw [Finset.sum_comm]
    refine Finset.sum_eq_zero (fun j _ => ?_)
    rw [← Finset.sum_mul, ← Finset.sum_mul, hW.conserve j, zero_mul, zero_mul]
  have hrow : ∀ u : n → ℝ, ∑ i, ∑ j, W i j * π j * u i = 0 := by
    intro u
    rw [Finset.sum_comm, ← hcol u]
    exact Finset.sum_congr rfl (fun a _ => Finset.sum_congr rfl
      (fun b _ => by rw [hW.balance b a]))
  have e1 : ∑ i, 2 * (p t i / π i - 1) * ∑ j, W i j * p t j
      = 2 * (∑ i, ∑ j, W i j * π j * (p t i / π i * (p t j / π j)))
        - 2 * ∑ i, ∑ j, W i j * π j * (p t j / π j) := by
    simp only [Finset.mul_sum, ← Finset.sum_sub_distrib]
    refine Finset.sum_congr rfl (fun i _ => Finset.sum_congr rfl (fun j _ => ?_))
    have hj := (hπ j).ne'
    have q : p t j = π j * (p t j / π j) := by field_simp
    linear_combination 2 * (p t i / π i - 1) * W i j * q
  have e2 : ∑ i, ∑ j, W i j * π j * (p t i / π i - p t j / π j) ^ 2
      = (∑ i, ∑ j, W i j * π j * (p t i / π i) ^ 2)
        + (∑ i, ∑ j, W i j * π j * (p t j / π j) ^ 2)
        - 2 * ∑ i, ∑ j, W i j * π j * (p t i / π i * (p t j / π j)) := by
    simp only [Finset.mul_sum, ← Finset.sum_add_distrib, ← Finset.sum_sub_distrib]
    exact Finset.sum_congr rfl (fun i _ => Finset.sum_congr rfl (fun j _ => by ring))
  have c1 := hcol (fun j => p t j / π j)
  have c2 := hcol (fun j => (p t j / π j) ^ 2)
  have c3 := hrow (fun i => (p t i / π i) ^ 2)
  unfold dirichlet
  linarith

/-- Let `W` have zero column sums, be in detailed balance with positive `π` and satisfy the gap
inequality with constant `g`. Then the chi-square distance of every normalised solution of the
master equation from `π` is at most `exp (-2 g t)` times its initial value, for `t ≥ 0`. -/
theorem chiSq_decay {W : Matrix n n ℝ} {π : n → ℝ} {p : ℝ → n → ℝ} {g : ℝ}
    (hW : IsReversible W π) (hπ : ∀ i, 0 < π i) (hgap : HasGap W π g)
    (hp : Solves W p) (hp0 : ∑ i, p 0 i = 1) {t : ℝ} (ht : 0 ≤ t) :
    chiSq (p t) π ≤ Real.exp (-2 * g * t) * chiSq (p 0) π := by
  have hd : ∀ s, HasDerivAt (fun u => Real.exp (2 * g * u) * chiSq (p u) π)
      (Real.exp (2 * g * s) *
        (2 * (g * chiSq (p s) π - dirichlet W π (fun i => p s i / π i)))) s := by
    intro s
    have hE := ((hasDerivAt_id' s).const_mul (2 * g)).exp
    exact (hE.fun_mul (hasDerivAt_chiSq hW hπ hp s)).congr_deriv (by ring)
  -- the gap inequality makes the rescaled distance nonincreasing
  have hanti : Antitone (fun u => Real.exp (2 * g * u) * chiSq (p u) π) := by
    refine antitone_of_deriv_nonpos (fun s => (hd s).differentiableAt) (fun s => ?_)
    rw [(hd s).deriv]
    have hs : ∑ i, p s i = 1 := (total_conserved hW.conserve hp s).trans hp0
    have hg := hgap (fun i => p s i / π i)
    rw [← chiSq_eq_variance hπ hs] at hg
    exact mul_nonpos_of_nonneg_of_nonpos (Real.exp_pos _).le (by linarith)
  have h0 : Real.exp (2 * g * t) * chiSq (p t) π ≤ chiSq (p 0) π := by
    have h := hanti ht
    simpa only [mul_zero, Real.exp_zero, one_mul] using h
  have hinv : Real.exp (-2 * g * t) * Real.exp (2 * g * t) = 1 := by
    rw [← Real.exp_add, show -2 * g * t + 2 * g * t = 0 by ring, Real.exp_zero]
  calc chiSq (p t) π
      = Real.exp (-2 * g * t) * (Real.exp (2 * g * t) * chiSq (p t) π) := by
        rw [← mul_assoc, hinv, one_mul]
    _ ≤ _ := mul_le_mul_of_nonneg_left h0 (Real.exp_pos _).le

/-- Under the hypotheses of `chiSq_decay`, and if `π` is also normalised, the square of the summed
absolute deviations of the solution from `π` is at most `exp (-2 g t)` times the initial chi-square
distance, for `t ≥ 0`. -/
theorem l1_decay {W : Matrix n n ℝ} {π : n → ℝ} {p : ℝ → n → ℝ} {g : ℝ}
    (hW : IsReversible W π) (hπ : ∀ i, 0 < π i) (hπ1 : ∑ i, π i = 1)
    (hgap : HasGap W π g) (hp : Solves W p) (hp0 : ∑ i, p 0 i = 1)
    {t : ℝ} (ht : 0 ≤ t) :
    (∑ i, |p t i - π i|) ^ 2 ≤ Real.exp (-2 * g * t) * chiSq (p 0) π := by
  -- Cauchy-Schwarz with weights π
  have h := Finset.sq_sum_div_le_sum_sq_div Finset.univ (fun i => |p t i - π i|)
    (fun i _ => hπ i)
  simp only [hπ1, div_one, sq_abs] at h
  exact h.trans (chiSq_decay hW hπ hgap hp hp0 ht)

/-- The distribution `π` perturbed by a mode `f` that fades at rate `g`. -/
def fadingMode (π f : n → ℝ) (g t : ℝ) (i : n) : ℝ :=
  π i * (1 + Real.exp (-g * t) * f i)

/-- Let `W` have zero column sums and be in detailed balance with a normalised `π`, and let `π f` be
an eigenvector of `W` with eigenvalue `-g`, where `g ≠ 0`. The fading mode is then a normalised
solution whose chi-square distance from `π` is exactly `exp (-2 g t)` times its value at time zero.
-/
theorem fadingMode_sharp {W : Matrix n n ℝ} {π f : n → ℝ} {g : ℝ}
    (hW : IsReversible W π) (hπ1 : ∑ i, π i = 1) (hg : g ≠ 0)
    (hf : ∀ i, ∑ j, W i j * (π j * f j) = -g * (π i * f i)) :
    Solves W (fadingMode π f g) ∧ (∀ t, ∑ i, fadingMode π f g t i = 1) ∧
      ∀ t, chiSq (fadingMode π f g t) π
        = Real.exp (-2 * g * t) * chiSq (fadingMode π f g 0) π := by
  refine ⟨fun t i => ?_, fun t => ?_, fun t => ?_⟩
  · have hrow : ∑ j, W i j * π j = 0 := by
      rw [Finset.sum_congr rfl (fun j _ => hW.balance i j), ← Finset.sum_mul,
        hW.conserve i, zero_mul]
    have hs : ∑ j, W i j * fadingMode π f g t j
        = ∑ j, W i j * π j + Real.exp (-g * t) * ∑ j, W i j * (π j * f j) := by
      rw [Finset.mul_sum, ← Finset.sum_add_distrib]
      exact Finset.sum_congr rfl (fun j _ => by unfold fadingMode; ring)
    have hE := ((hasDerivAt_id' t).const_mul (-g)).exp
    refine (((hE.mul_const (f i)).const_add 1).const_mul (π i)).congr_deriv ?_
    rw [hs, hrow, hf i]
    ring
  · -- the mode carries no net probability
    have hz : -g * ∑ i, π i * f i = 0 := by
      rw [Finset.mul_sum, ← Finset.sum_congr rfl (fun i _ => hf i), Finset.sum_comm]
      refine Finset.sum_eq_zero (fun j _ => ?_)
      rw [← Finset.sum_mul, hW.conserve j, zero_mul]
    have hm := (mul_eq_zero.mp hz).resolve_left (neg_ne_zero.mpr hg)
    have hs : ∑ i, fadingMode π f g t i
        = ∑ i, π i + Real.exp (-g * t) * ∑ i, π i * f i := by
      rw [Finset.mul_sum, ← Finset.sum_add_distrib]
      exact Finset.sum_congr rfl (fun i _ => by unfold fadingMode; ring)
    rw [hs, hm, hπ1, mul_zero, add_zero]
  · have hE : Real.exp (-2 * g * t) = Real.exp (-g * t) * Real.exp (-g * t) := by
      rw [← Real.exp_add]
      congr 1
      ring
    unfold chiSq fadingMode
    rw [hE, Finset.mul_sum]
    refine Finset.sum_congr rfl (fun i _ => ?_)
    simp only [mul_zero, Real.exp_zero]
    ring

/-- The two-state system with rates `a, b > 0` is in detailed balance with the positive
probability `(b, a) / (a + b)` and satisfies the gap inequality with constant `a + b`. -/
theorem twoState_witness {a b : ℝ} (ha : 0 < a) (hb : 0 < b) :
    (∀ i, 0 < ![b / (a + b), a / (a + b)] i) ∧
    ∑ i, ![b / (a + b), a / (a + b)] i = 1 ∧
    IsReversible !![-a, b; a, -b] ![b / (a + b), a / (a + b)] ∧
    HasGap !![-a, b; a, -b] ![b / (a + b), a / (a + b)] (a + b) := by
  have hab : a + b ≠ 0 := (add_pos ha hb).ne'
  refine ⟨fun i => ?_, ?_, ⟨fun j => ?_, fun i j => ?_⟩, fun f => le_of_eq ?_⟩
  · fin_cases i
    · exact div_pos hb (add_pos ha hb)
    · exact div_pos ha (add_pos ha hb)
  · rw [Fin.sum_univ_two]
    change b / (a + b) + a / (a + b) = 1
    rw [← add_div, add_comm b a, div_self hab]
  · fin_cases j <;> simp [Fin.sum_univ_two]
  · fin_cases i <;> fin_cases j <;> simp <;> ring
  · simp only [variance, dirichlet, Fin.sum_univ_two, Matrix.of_apply, Matrix.cons_val',
      Matrix.cons_val_zero, Matrix.cons_val_one, Matrix.cons_val_fin_one]
    field_simp
    ring

end

end DetailedBalanceRelaxation
```

```lean
#print axioms DetailedBalanceRelaxation.chiSq_decay
-- 'DetailedBalanceRelaxation.chiSq_decay' depends on axioms: [propext, Classical.choice, Quot.sound]
#print axioms DetailedBalanceRelaxation.l1_decay
-- 'DetailedBalanceRelaxation.l1_decay' depends on axioms: [propext, Classical.choice, Quot.sound]
#print axioms DetailedBalanceRelaxation.fadingMode_sharp
-- 'DetailedBalanceRelaxation.fadingMode_sharp' depends on axioms: [propext, Classical.choice, Quot.sound]
```

## What a simulation may take from the bound

The theorem holds for every finite number of states and every normalised solution, however far from equilibrium it starts. It assumes neither nonnegative off-diagonal rates nor nonnegative $p_i$, although physical rates and probabilities have both properties. The bound expresses decay only when $g>0$; for $g\le0$ it is still true but gives no relaxation.

`chiSq_decay` doesn't list the normalisation of $\pi$ among its hypotheses. When $g>0$, the gap inequality for a constant observable already forces it. `l1_decay` assumes it explicitly.

The gap constant is an input. Apart from the two-state case, nothing here computes $g$ or shows that a given network has a positive one. `fadingMode_sharp` takes an eigenmode as given, and its $g$ is the decay rate of that mode. If $\pi$ is positive, $f$ is nonzero and the same $g$ satisfies the gap inequality, the mode attains the bound. Scaling $f$ down then keeps all the $p_i$ nonnegative from $t=0$ on when $g>0$.

Rates that vary in time, infinite state spaces and driven systems with stationary currents lie beyond these hypotheses. The step left to the user is the one from the exact solution $p(t)$ to the output of a program: a time-stepping scheme adds discretisation error, and a histogram of stochastic trajectories adds sampling noise. Neither has to shrink as $e^{-gt}$, so a measured distance can level off while the exact one continues to fall.
